# In the two-electron Hubbard dimer, the ratio of the exact ground-state energy to that of a broken-symmetry determinant tends to 2 as U → ∞

The mean-field and exact energies compared here come from the same Hamiltonian. Every state, determinants included, is a vector of four real amplitudes in the \(S_z=0\) sector, and every energy is an expectation value of one \(4\times4\) matrix. The hopping \(t\) is positive; \(U\) is the cost of two electrons on one site. Energies are measured from that of one electron on each site without hopping; the ratio in the title depends on this choice of zero. The determinant in the title is not a fixed state: its orbitals change with \(U\), and for \(U>2t\) its energy is \(-2t^2/U\).

## The Hamiltonian and its states

```lean
import Mathlib

open Matrix Filter Topology

namespace HubbardDimerMeanField

noncomputable section
```

This loads the library Mathlib and the notation for matrices and limits.

```lean
/-- The two-electron, Sz = 0 Hubbard dimer with hopping `t` and repulsion `U`. Basis: up on
site 1 and down on site 2, up on 2 and down on 1, both on 1, both on 2. -/
def dimerH (t U : ℝ) : Matrix (Fin 4) (Fin 4) ℝ :=
  !![0, 0, -t, -t; 0, 0, -t, -t; -t, -t, U, 0; -t, -t, 0, U]
```

`dimerH t U` is the matrix, written row by row. Its basis states, numbered 0 to 3, are: up on site 1 and down on 2; up on 2 and down on 1; both on 1; both on 2. With up creators placed before down creators, every hopping element is \(-t\).

```lean
/-- The energy expectation value of a normalised real state `v`. -/
def energy (t U : ℝ) (v : Fin 4 → ℝ) : ℝ := v ⬝ᵥ (dimerH t U *ᵥ v)
```

`*ᵥ` applies a matrix to a vector and `⬝ᵥ` is the dot product, so this is \(v\cdot Hv\), the energy when \(v\) is normalised.

```lean
/-- The closed formula for the exact ground-state energy. -/
def groundEnergy (t U : ℝ) : ℝ := U / 2 - √(U ^ 2 / 4 + 4 * t ^ 2)
```

This names the number \(E=U/2-\sqrt{U^2/4+4t^2}\). That it is an eigenvalue is proved below.

```lean
/-- The determinant with the up electron in the orbital `(c, s)` and the down electron in the
mirror-image orbital `(s, c)`. -/
def mirrorDet (c s : ℝ) : Fin 4 → ℝ := ![c * c, s * s, c * s, s * c]
```

The up electron has amplitudes \((c,s)\) on the two sites and the down electron \((s,c)\). Products of these give the four amplitudes \(c^2,s^2,cs,sc\).

## The lowest eigenvalue

```lean
/-- The energy is a hopping term between covalent and ionic amplitudes plus the repulsion of
the ionic ones. -/
theorem energy_eq (t U : ℝ) (v : Fin 4 → ℝ) :
    energy t U v = -2 * t * (v 0 + v 1) * (v 2 + v 3) + U * (v 2 ^ 2 + v 3 ^ 2) := by
  simp [energy, dimerH, Matrix.mulVec, dotProduct, Fin.sum_univ_four]
  ring
```

A theorem states its claim before `:=` and its proof after. Multiplying out gives
\[
v\cdot Hv=-2t(v_0+v_1)(v_2+v_3)+U(v_2^2+v_3^2).
\]
`simp` expands the sums and `ring` does the algebra.

```lean
/-- For `t > 0` the closed formula gives a negative root of `E² = U E + 4 t²`. -/
theorem groundEnergy_root {t : ℝ} (ht : 0 < t) (U : ℝ) :
    groundEnergy t U ^ 2 = U * groundEnergy t U + 4 * t ^ 2 ∧ groundEnergy t U < 0 := by
  have h := Real.sq_sqrt (show 0 ≤ U ^ 2 / 4 + 4 * t ^ 2 by positivity)
  have h' : U / 2 < √(U ^ 2 / 4 + 4 * t ^ 2) :=
    Real.lt_sqrt_of_sq_lt (by nlinarith [pow_pos ht 2])
  unfold groundEnergy
  exact ⟨by linear_combination h, by linarith⟩
```

Squaring \(E-U/2=-\sqrt{U^2/4+4t^2}\) gives \(E^2=UE+4t^2\). The square root exceeds \(U/2\), so \(E<0\).

```lean
/-- Variational principle: no real state has an energy below `groundEnergy`. -/
theorem groundEnergy_le_energy {t : ℝ} (ht : 0 < t) (U : ℝ) (v : Fin 4 → ℝ) :
    groundEnergy t U * (v ⬝ᵥ v) ≤ energy t U v := by
  obtain ⟨hq, hneg⟩ := groundEnergy_root ht U
  have hn : v ⬝ᵥ v = v 0 ^ 2 + v 1 ^ 2 + v 2 ^ 2 + v 3 ^ 2 := by
    simp only [dotProduct, Fin.sum_univ_four]
    ring
  rw [energy_eq, hn]
  generalize groundEnergy t U = E at hq hneg ⊢
  -- multiplied by `-E > 0`, the excess energy is a sum of squares
  have key : 0 ≤ (-E) * (-2 * t * (v 0 + v 1) * (v 2 + v 3) + U * (v 2 ^ 2 + v 3 ^ 2)
      - E * (v 0 ^ 2 + v 1 ^ 2 + v 2 ^ 2 + v 3 ^ 2)) := by
    have e : (-E) * (-2 * t * (v 0 + v 1) * (v 2 + v 3) + U * (v 2 ^ 2 + v 3 ^ 2)
        - E * (v 0 ^ 2 + v 1 ^ 2 + v 2 ^ 2 + v 3 ^ 2))
        = ((-E * (v 0 + v 1) - 2 * t * (v 2 + v 3)) ^ 2 + (E * (v 0 - v 1)) ^ 2
          + (2 * t * (v 2 - v 3)) ^ 2) / 2 := by
      linear_combination (v 2 ^ 2 + v 3 ^ 2) * hq
    rw [e]
    positivity
  have := (mul_nonneg_iff_of_pos_left (neg_pos.2 hneg)).1 key
  linarith
```

For normalised \(v\) this says \(E\le v\cdot Hv\). By the quadratic equation for \(E\),
\[
\begin{aligned}
(-E)\,(v\cdot Hv-E\,v\cdot v)=\tfrac12\big[&(-E(v_0+v_1)-2t(v_2+v_3))^2\\
&+E^2(v_0-v_1)^2+4t^2(v_2-v_3)^2\big]\ge0,
\end{aligned}
\]
and \(-E>0\) can be divided out. `linear_combination` checks the identity from the quadratic equation.

```lean
/-- `groundEnergy` is the lowest eigenvalue of the dimer Hamiltonian. -/
theorem groundEnergy_isLeast {t : ℝ} (ht : 0 < t) (U : ℝ) :
    IsLeast {E : ℝ | ∃ v : Fin 4 → ℝ, v ≠ 0 ∧ dimerH t U *ᵥ v = E • v}
      (groundEnergy t U) := by
  constructor
  · obtain ⟨hq, -⟩ := groundEnergy_root ht U
    generalize groundEnergy t U = E at hq ⊢
    refine ⟨![2 * t, 2 * t, -E, -E], ?_, ?_⟩
    · intro h
      exact ht.ne' (by simpa using congrFun h 0)
    · ext i
      fin_cases i <;>
        simp [dimerH, Matrix.mulVec, dotProduct, Fin.sum_univ_four] <;> nlinarith [hq]
  · rintro E ⟨v, hv, hE⟩
    have h := groundEnergy_le_energy ht U v
    unfold energy at h
    rw [hE, dotProduct_smul, smul_eq_mul] at h
    have h0 : 0 ≤ v ⬝ᵥ v := Finset.sum_nonneg fun i _ => mul_self_nonneg (v i)
    have hpos : 0 < v ⬝ᵥ v :=
      lt_of_le_of_ne h0 (Ne.symm (mt dotProduct_self_eq_zero.1 hv))
    exact le_of_mul_le_mul_right h hpos
```

`IsLeast` makes two claims: \(E\) belongs to the set of eigenvalues, and nothing in the set is smaller. For the first, the normalised eigenvector is \((2t,2t,-E,-E)/\sqrt{8t^2+2E^2}\); the code omits the denominator. Rows 0 and 1 give \(2tE\), and rows 2 and 3 give \(-4t^2-UE=-E^2\). For the second, if \(Hv=E'v\) with \(v\ne0\), the variational bound reads \(E\,v\cdot v\le E'\,v\cdot v\), hence \(E\le E'\).

## Two determinants

```lean
/-- The energy of a mirror determinant with normalised orbitals depends only on the orbital
product `c s`. -/
theorem mirrorDet_energy (t U : ℝ) {c s : ℝ} (h : c ^ 2 + s ^ 2 = 1) :
    energy t U (mirrorDet c s) = -4 * t * (c * s) + 2 * U * (c * s) ^ 2 := by
  rw [energy_eq]
  show -2 * t * (c * c + s * s) * (c * s + s * c) + U * ((c * s) ^ 2 + (s * c) ^ 2) = _
  linear_combination (-4 * t * c * s) * h
```

Inserting the amplitudes gives \(-2t(c^2+s^2)(2cs)+2U(cs)^2\), and normalisation leaves \(-4t(cs)+2U(cs)^2\).

```lean
/-- The determinant with both electrons in the same, evenly spread orbital has energy
`-2t + U/2`. -/
theorem restricted_energy (t U : ℝ) {c : ℝ} (h : c ^ 2 + c ^ 2 = 1) :
    energy t U (mirrorDet c c) = -2 * t + U / 2 := by
  rw [mirrorDet_energy t U h]
  have hc : c * c = 1 / 2 := by linarith [sq c]
  rw [hc]
  ring
```

Taking \(c=s\) puts both spins in one orbital. Normalisation then gives \(c^2=1/2\), and the energy is \(-2t+U/2\).

```lean
/-- For `U > 2t` there is a determinant with different orbitals for the two spins whose energy
is `-2t²/U`. -/
theorem unrestricted_energy {t U : ℝ} (ht : 0 < t) (hU : 2 * t < U) :
    ∃ c s : ℝ, s < c ∧ c ^ 2 + s ^ 2 = 1 ∧
      energy t U (mirrorDet c s) = -2 * t ^ 2 / U := by
  have hU0 : 0 < U := by linarith
  have hx : 0 < t / U := div_pos ht hU0
  have hx' : t / U < 1 / 2 := by
    rw [div_lt_iff₀ hU0]
    linarith
  have ha := Real.sq_sqrt (show 0 ≤ 1 + 2 * (t / U) by linarith)
  have hb := Real.sq_sqrt (show 0 ≤ 1 - 2 * (t / U) by linarith)
  have hb0 : 0 < √(1 - 2 * (t / U)) := Real.sqrt_pos.2 (by linarith)
  generalize √(1 + 2 * (t / U)) = a at ha
  generalize √(1 - 2 * (t / U)) = b at hb hb0
  have hn : ((a + b) / 2) ^ 2 + ((a - b) / 2) ^ 2 = 1 := by
    linear_combination ha / 2 + hb / 2
  -- the orbital product is `t / U`
  have hp : (a + b) / 2 * ((a - b) / 2) = t / U := by
    linear_combination ha / 4 - hb / 4
  refine ⟨(a + b) / 2, (a - b) / 2, by linarith, hn, ?_⟩
  rw [mirrorDet_energy t U hn, hp]
  have h2 : U * (t / U) ^ 2 = t ^ 2 / U := by field_simp
  linear_combination 2 * h2
```

For \(U>2t\), set \(a=\sqrt{1+2t/U}\), \(b=\sqrt{1-2t/U}\), \(c=(a+b)/2\) and \(s=(a-b)/2\). Then
\[
c^2+s^2=\tfrac12(a^2+b^2)=1,\qquad cs=\tfrac14(a^2-b^2)=\frac tU,
\]
and the energy is \(-4t^2/U+2t^2/U=-2t^2/U\). Since \(b>0\), \(s<c\), and since \(cs>0\), \(s\ne-c\): the two orbitals differ by more than a sign. This is the broken-symmetry determinant of the title, because exchanging the two sites turns it into a different state. The theorem supplies this determinant; that it minimises the energy among mirror determinants follows by completing the square in \(cs\), a step not proved in Lean here.

## Exact energy against mean field

```lean
/-- The exact energy is below `-2t²/U` precisely when `U` exceeds `√2 t`. -/
theorem groundEnergy_lt_iff {t U : ℝ} (ht : 0 < t) (hU : 0 < U) :
    groundEnergy t U < -2 * t ^ 2 / U ↔ √2 * t < U := by
  have h1 : groundEnergy t U < -2 * t ^ 2 / U ↔
      U / 2 + 2 * t ^ 2 / U < √(U ^ 2 / 4 + 4 * t ^ 2) := by
    have e : -2 * t ^ 2 / U = -(2 * t ^ 2 / U) := by ring
    unfold groundEnergy
    rw [e]
    constructor <;> intro h <;> linarith
  have h2 : U ^ 2 / 4 + 4 * t ^ 2 - (U / 2 + 2 * t ^ 2 / U) ^ 2
      = 2 * t ^ 2 / U ^ 2 * (U ^ 2 - 2 * t ^ 2) := by
    field_simp
    ring
  have hpos : 0 < 2 * t ^ 2 / U ^ 2 := by positivity
  have h3 : √2 * t < U ↔ 2 * t ^ 2 < U ^ 2 := by
    have hs : (√2 * t) ^ 2 = 2 * t ^ 2 := by
      rw [mul_pow, Real.sq_sqrt (by norm_num)]
    rw [← hs]
    exact (sq_lt_sq₀ (by positivity) hU.le).symm
  rw [h1, Real.lt_sqrt (by positivity), h3]
  constructor
  · intro h
    have h4 : 0 < 2 * t ^ 2 / U ^ 2 * (U ^ 2 - 2 * t ^ 2) := by
      rw [← h2]
      linarith
    have := (mul_pos_iff_of_pos_left hpos).1 h4
    linarith
  · intro h
    have h4 := mul_pos hpos (sub_pos.2 h)
    rw [← h2] at h4
    linarith
```

The inequality \(E<-2t^2/U\) means \(U/2+2t^2/U<\sqrt{U^2/4+4t^2}\). Both sides are positive, so squaring is reversible and leaves \(4t^4/U^2<2t^2\), that is, \(U>\sqrt2\,t\). This includes the whole range \(U>2t\) of the preceding determinant. At weaker repulsion, \(U\le\sqrt2\,t\), the formula \(-2t^2/U\) is no longer the energy of a mirror determinant, so the variational principle is safe.

```lean
/-- The ratio of the exact energy to `-2t²/U` is a function of `t/U` alone. -/
theorem energy_ratio {t U : ℝ} (ht : 0 < t) (hU : 0 < U) :
    groundEnergy t U / (-2 * t ^ 2 / U) = 2 / (1 / 2 + √(1 / 4 + 4 * (t / U) ^ 2)) := by
  have hS : √(U ^ 2 / 4 + 4 * t ^ 2) = U * √(1 / 4 + 4 * (t / U) ^ 2) := by
    have e : U ^ 2 / 4 + 4 * t ^ 2 = U ^ 2 * (1 / 4 + 4 * (t / U) ^ 2) := by
      field_simp
    rw [e, Real.sqrt_mul (sq_nonneg U), Real.sqrt_sq hU.le]
  have hR := Real.sq_sqrt (show 0 ≤ 1 / 4 + 4 * (t / U) ^ 2 by positivity)
  have hd : -2 * t ^ 2 / U ≠ 0 :=
    div_ne_zero (mul_ne_zero (by norm_num) (pow_ne_zero 2 ht.ne')) hU.ne'
  have h2 : U * (t / U) ^ 2 = t ^ 2 / U := by field_simp
  unfold groundEnergy
  rw [hS, div_eq_div_iff hd (by positivity)]
  linear_combination (-U) * hR - 4 * h2
```

Write \(R=\sqrt{1/4+4(t/U)^2}\), so that \(E=U(1/2-R)\). Since \((R-\tfrac12)(R+\tfrac12)=4t^2/U^2\),
\[
\frac{E}{-2t^2/U}=\frac{U^2}{2t^2}\left(R-\tfrac12\right)=\frac{2}{\tfrac12+R}.
\]

```lean
/-- For `t > 0`, `groundEnergy` is the lowest eigenvalue. For `U > 0` it lies below `-2t + U/2`,
and below `-2t²/U` exactly if `U > √2 t`; its ratio to `-2t²/U` tends to 2 as `U → ∞`. -/
theorem exact_versus_mean_field {t : ℝ} (ht : 0 < t) :
    (∀ U : ℝ, IsLeast {E : ℝ | ∃ v : Fin 4 → ℝ, v ≠ 0 ∧ dimerH t U *ᵥ v = E • v}
      (groundEnergy t U)) ∧
    (∀ U : ℝ, 0 < U → groundEnergy t U < -2 * t + U / 2 ∧
      (groundEnergy t U < -2 * t ^ 2 / U ↔ √2 * t < U)) ∧
    Tendsto (fun U : ℝ => groundEnergy t U / (-2 * t ^ 2 / U)) atTop (𝓝 2) := by
  refine ⟨groundEnergy_isLeast ht, fun U hU => ⟨?_, groundEnergy_lt_iff ht hU⟩, ?_⟩
  · have h : 2 * t < √(U ^ 2 / 4 + 4 * t ^ 2) :=
      Real.lt_sqrt_of_sq_lt (by nlinarith [pow_pos hU 2])
    unfold groundEnergy
    linarith
  · -- the ratio is continuous in `t / U`, which tends to zero
    have h0 : Tendsto (fun U : ℝ => t / U) atTop (𝓝 0) :=
      tendsto_const_nhds.div_atTop tendsto_id
    have hc : ContinuousAt (fun x : ℝ => 2 / (1 / 2 + √(1 / 4 + 4 * x ^ 2))) 0 :=
      ContinuousAt.div continuousAt_const (by fun_prop) (by positivity)
    have hv : (2 : ℝ) / (1 / 2 + √(1 / 4 + 4 * 0 ^ 2)) = 2 := by
      have e : (1 / 4 + 4 * 0 ^ 2 : ℝ) = (1 / 2) ^ 2 := by norm_num
      rw [e, Real.sqrt_sq (by norm_num)]
      norm_num
    have hlim : Tendsto (fun U : ℝ => 2 / (1 / 2 + √(1 / 4 + 4 * (t / U) ^ 2))) atTop
        (𝓝 (2 / (1 / 2 + √(1 / 4 + 4 * 0 ^ 2)))) := hc.tendsto.comp h0
    rw [hv] at hlim
    refine hlim.congr' ?_
    filter_upwards [eventually_gt_atTop 0] with U hU
    exact (energy_ratio ht hU).symm

end

end HubbardDimerMeanField
```

The final theorem joins three statements with `∧`: the lowest eigenvalue, the two comparisons, and the limit. The first comparison holds because \(2t<\sqrt{U^2/4+4t^2}\) for \(U>0\). `Tendsto … atTop (𝓝 2)` says that the ratio tends to 2 as \(U\to\infty\) at fixed \(t\): then \(t/U\to0\), \(R\to1/2\), and continuity does the rest.

In this two-site model, giving the spins different orbitals lowers the determinant's energy for \(U>2t\), from \(-2t+U/2\) to \(-2t^2/U\), a gain of \((U-2t)^2/(2U)\). As \(U\to\infty\) this energy and the exact one both tend to zero, and so does the difference between them. Yet the fraction of the exact energy that the determinant recovers tends to one half.

```lean
#print axioms HubbardDimerMeanField.restricted_energy
#print axioms HubbardDimerMeanField.unrestricted_energy
#print axioms HubbardDimerMeanField.exact_versus_mean_field
```

```
'HubbardDimerMeanField.restricted_energy' depends on axioms: [propext, Classical.choice, Quot.sound]
'HubbardDimerMeanField.unrestricted_energy' depends on axioms: [propext, Classical.choice, Quot.sound]
'HubbardDimerMeanField.exact_versus_mean_field' depends on axioms: [propext, Classical.choice, Quot.sound]
```
